# A $G$-invariant subspace with an $H$-invariant complement has a $G$-invariant complement if $[G:H]$ is finite and nonzero in the field

I have a space of orbitals that the full group $O_h$ maps into itself, and an oblique projector onto it that I built to commute with the operations of the subgroup $D_{2h}$, because my program handles only abelian point groups. To restore the full symmetry I average six transported copies of the projector, one for each coset of $D_{2h}$ in $O_h$, instead of all 48. I then treat the kernel of the average as the remaining space and expect it to carry $O_h$ as well.

Does this work for any group and subgroup, without an inner product? What exactly must the index satisfy? I would like to see the argument made rigorous and checked by machine.

## The coset average and its kernel

It works whenever the index is finite and nonzero in the field of scalars. Over the real or complex numbers, that means any finite index.

Let $\rho$ be a representation of a group $G$ on a vector space $V$ over a field $k$. Let $H$ be a subgroup of finite index $n=[G:H]$, with $n\neq0$ in $k$. Suppose that $W\subseteq V$ is invariant under $G$, and that $V=W\oplus U$ with $U$ invariant under $H$.

**A projection that commutes with $H$.** Every vector is uniquely $w+u$ with $w\in W$ and $u\in U$. Define $P(w+u)=w$. For $h\in H$, the vectors $\rho(h)w$ and $\rho(h)u$ stay in $W$ and $U$, so
$$P\rho(h)(w+u)=\rho(h)w=\rho(h)P(w+u).$$

**One operator per coset.** If $a$ and $b$ lie in the same left coset, then $b=ah$ with $h=a^{-1}b\in H$, and
$$\rho(b)P\rho(b^{-1})=\rho(a)\,\rho(h)P\rho(h^{-1})\,\rho(a^{-1})=\rho(a)P\rho(a^{-1}).$$
The transported operator therefore depends only on the coset $q=aH$; call it $T_q$.

**The average commutes with $G$.** Choose a representative $g_q$ in each coset and set
$$Q=\frac1n\sum_{q\in G/H}T_q,\qquad T_q=\rho(g_q)P\rho(g_q^{-1}).$$
For any $g\in G$, the element $gg_q$ lies in the coset $gq$, so $\rho(g)T_q\rho(g^{-1})=T_{gq}$. Left multiplication by $g$ permutes the cosets, hence
$$\rho(g)Q\rho(g^{-1})=\frac1n\sum_q T_{gq}=Q.$$

**The average still projects onto $W$.** Since $P$ maps into $W$ and $W$ is invariant under $G$, each $T_q$ maps $V$ into $W$, and so does $Q$. If $w\in W$, then $\rho(g_q^{-1})w\in W$ is fixed by $P$, so $T_qw=\rho(g_q)\rho(g_q^{-1})w=w$. The sum gives $nw$, and dividing by $n$ gives $Qw=w$.

**The kernel is the complement.** Let $K=\ker Q$.

- If $u\in K$, then $Q\rho(g)u=\rho(g)Qu=0$, so $K$ is invariant under $G$.
- If $x\in W\cap K$, then $x=Qx=0$.
- Any $v$ equals $Qv+(v-Qv)$. The first term lies in $W$, and $Q(v-Qv)=Qv-Qv=0$ because $Q$ fixes $Qv\in W$.

Hence $V=W\oplus K$.

If every $H$-invariant subspace has an $H$-invariant complement, this applies to every $G$-invariant $W$, since such a $W$ is also $H$-invariant. Complete reducibility thus passes from $H$ up to $G$. With $H$ trivial, every subspace has an $H$-invariant complement, and the ordinary Maschke theorem for finite groups follows.

## When the index vanishes in the field

Let the additive group of a finite field $k$ act on $k^2$ by the shears $s_a(x,y)=(x+ay,y)$. The trivial subgroup has index $|k|$, which is zero in $k$. The axis $A=\{y=0\}$ is invariant under all shears, and any linear complement of it is invariant under the trivial subgroup.

Suppose that a complement $U$ were invariant under all shears. Write $(0,1)=w+u$ with $w\in A$ and $u\in U$. The second component of $u$ is then $1$, so $s_1u-u=(1,0)$. This vector lies in both $U$ and $A$, which is impossible.

The smallest case is the field with two elements. The plane has four vectors, and the axis has exactly two complements, spanned by $(0,1)$ and $(1,1)$. The only nontrivial shear exchanges them.

## What the Lean statements say

The representation is `ρ : G →* End k V`, a multiplicative map from the group to the linear operators on `V`. No dimension is fixed, and `G` may be infinite. `InvariantUnder ρ S U` says that every operation in the subgroup `S` maps `U` into itself; invariance under the whole group is written with `⊤`. `IsCompl W U` says that `W` and `U` intersect only in zero and together span `V`.

In `relative_maschke`, the hypothesis `(H.index : k) ≠ 0` carries both conditions on the index, because Mathlib assigns the value 0 to an infinite index. The other hypotheses are that `W` is invariant under `⊤` and that some `H`-invariant complement exists. The conclusion is the existence of a `G`-invariant complement. `completelyReducible_of_subgroup` is the corollary on complete reducibility.

`index_condition_sharp` collects the facts about shears over any finite field. `Multiplicative k` is the additive group of `k` written as a multiplicative group, and the axis is the kernel of the second coordinate. The example shows that finiteness of the index alone is not enough in general; it does not say that complements fail to exist whenever the index vanishes.

There is no inner product, topology or Hamiltonian in these statements. The projection may be oblique, and this is the case in which averaging matters: when the operations are unitary, the orthogonal projection onto a $G$-invariant subspace of a finite orbital space already commutes with $G$, and the average leaves it unchanged. In an infinite-dimensional Hilbert space the complement is algebraic and need not be closed. Antiunitary operations such as time reversal are not covered, since every `ρ g` is linear. For electronic structure, the result supports symmetrising a subgroup-adapted projector in a finite orbital space, including one with a non-orthogonal basis, provided that the operations act linearly and the target space already has the full symmetry.

```lean
import Mathlib

open Module

namespace RelativeMaschke

noncomputable section

variable {k G V : Type*} [Field k] [Group G] [AddCommGroup V] [Module k V]

/-- The subspace `U` is mapped into itself by every symmetry operation in the subgroup `S`. -/
def InvariantUnder (ρ : G →* End k V) (S : Subgroup G) (U : Submodule k V) : Prop :=
  ∀ g ∈ S, ∀ u ∈ U, ρ g u ∈ U

/-- Every subspace invariant under `S` has a complement invariant under `S`. -/
def CompletelyReducible (ρ : G →* End k V) (S : Subgroup G) : Prop :=
  ∀ W : Submodule k V, InvariantUnder ρ S W → ∃ U, InvariantUnder ρ S U ∧ IsCompl W U

/-- The average of the transported operators `ρ(g) P ρ(g)⁻¹`, with one representative `g`
taken from each left coset of `H`. -/
def cosetAverage (ρ : G →* End k V) (H : Subgroup G) [Fintype (G ⧸ H)] (P : End k V) :
    End k V :=
  (H.index : k)⁻¹ • ∑ q : G ⧸ H, ρ q.out * P * ρ q.out⁻¹

/-- If `W` and a complement of it are both invariant under `H`, there is a projection onto `W`
that commutes with the operations of `H`. -/
theorem exists_commuting_projection (ρ : G →* End k V) (H : Subgroup G) {W U : Submodule k V}
    (hW : InvariantUnder ρ H W) (hU : InvariantUnder ρ H U) (hc : IsCompl W U) :
    ∃ P : End k V, (∀ v, P v ∈ W) ∧ (∀ w ∈ W, P w = w) ∧ ∀ h ∈ H, ρ h * P = P * ρ h := by
  let P : End k V := W.subtype ∘ₗ LinearMap.fst k W U ∘ₗ
    (Submodule.prodEquivOfIsCompl W U hc).symm.toLinearMap
  -- `P` keeps the `W` part of a vector and drops the `U` part
  have key : ∀ w ∈ W, ∀ u ∈ U, P (w + u) = w := by
    intro w hw u hu
    have h : (Submodule.prodEquivOfIsCompl W U hc).symm (w + u) = (⟨w, hw⟩, ⟨u, hu⟩) :=
      (LinearEquiv.symm_apply_eq _).2 (by simp)
    change (((Submodule.prodEquivOfIsCompl W U hc).symm (w + u)).1 : V) = w
    rw [h]
  refine ⟨P, fun v => Subtype.property _, fun w hw => ?_, fun h hh => ?_⟩
  · have h0 := key w hw 0 U.zero_mem
    rwa [add_zero] at h0
  · refine LinearMap.ext fun v => ?_
    have hv : v ∈ W ⊔ U := by
      rw [hc.sup_eq_top]
      exact Submodule.mem_top
    obtain ⟨w, hw, u, hu, rfl⟩ := Submodule.mem_sup.1 hv
    rw [Module.End.mul_apply, Module.End.mul_apply, key w hw u hu, map_add,
      key _ (hW h hh w hw) _ (hU h hh u hu)]

/-- For an operator commuting with `H`, the transported operator `ρ(g) P ρ(g)⁻¹` is the same for
any two elements of one left coset of `H`. -/
theorem transport_eq_of_same_coset (ρ : G →* End k V) (H : Subgroup G) {P : End k V}
    (hP : ∀ h ∈ H, ρ h * P = P * ρ h) {a b : G} (hab : a⁻¹ * b ∈ H) :
    ρ b * P * ρ b⁻¹ = ρ a * P * ρ a⁻¹ := by
  have hb : ρ b = ρ a * ρ (a⁻¹ * b) := by rw [← map_mul, mul_inv_cancel_left]
  have hc : ρ (a⁻¹ * b) * ρ b⁻¹ = ρ a⁻¹ := by rw [← map_mul, mul_inv_cancel_right]
  calc ρ b * P * ρ b⁻¹ = ρ a * (ρ (a⁻¹ * b) * P) * ρ b⁻¹ := by
        rw [hb]; simp only [mul_assoc]
    _ = ρ a * P * (ρ (a⁻¹ * b) * ρ b⁻¹) := by rw [hP _ hab]; simp only [mul_assoc]
    _ = ρ a * P * ρ a⁻¹ := by rw [hc]

/-- The coset average of an operator commuting with `H` commutes with every operation of `G`. -/
theorem cosetAverage_commutes (ρ : G →* End k V) (H : Subgroup G) [Fintype (G ⧸ H)]
    {P : End k V} (hP : ∀ h ∈ H, ρ h * P = P * ρ h) (g : G) :
    ρ g * cosetAverage ρ H P = cosetAverage ρ H P * ρ g := by
  rw [cosetAverage, mul_smul_comm, smul_mul_assoc, Finset.mul_sum, Finset.sum_mul]
  congr 1
  -- left multiplication by `g` permutes the cosets
  refine Fintype.sum_equiv (MulAction.toPerm g) _ _ (fun q => ?_)
  change ρ g * (ρ q.out * P * ρ q.out⁻¹) = ρ (g • q).out * P * ρ (g • q).out⁻¹ * ρ g
  have hq : ((g * q.out : G) : G ⧸ H) = (((g • q).out : G) : G ⧸ H) := by
    rw [QuotientGroup.out_eq' (g • q)]
    change g • ((q.out : G) : G ⧸ H) = g • q
    rw [QuotientGroup.out_eq']
  have hr : ρ (g * q.out)⁻¹ * ρ g = ρ q.out⁻¹ := by
    rw [← map_mul, mul_inv_rev, inv_mul_cancel_right]
  rw [transport_eq_of_same_coset ρ H hP (QuotientGroup.eq.1 hq),
    mul_assoc (ρ (g * q.out) * P), hr, map_mul]
  simp only [mul_assoc]

/-- If `W` is invariant under `G` and the index of `H` is nonzero in the field, the coset average
of a projection onto `W` is again a projection onto `W`. -/
theorem cosetAverage_projection (ρ : G →* End k V) (H : Subgroup G) [Fintype (G ⧸ H)]
    (hk : (H.index : k) ≠ 0) {W : Submodule k V} (hW : InvariantUnder ρ ⊤ W) {P : End k V}
    (hPW : ∀ v, P v ∈ W) (hP1 : ∀ w ∈ W, P w = w) :
    (∀ v, cosetAverage ρ H P v ∈ W) ∧ ∀ w ∈ W, cosetAverage ρ H P w = w := by
  have happ : ∀ v, cosetAverage ρ H P v =
      (H.index : k)⁻¹ • ∑ q : G ⧸ H, ρ q.out (P (ρ q.out⁻¹ v)) := fun v => by
    simp only [cosetAverage, LinearMap.smul_apply, LinearMap.sum_apply, Module.End.mul_apply]
  refine ⟨fun v => ?_, fun w hw => ?_⟩
  · rw [happ]
    exact W.smul_mem _ (W.sum_mem fun q _ => hW _ (Subgroup.mem_top _) _ (hPW _))
  · -- on `W` each of the `H.index` terms is the identity
    have hterm : ∀ q : G ⧸ H, ρ q.out (P (ρ q.out⁻¹ w)) = w := fun q => by
      rw [hP1 _ (hW _ (Subgroup.mem_top _) w hw), ← Module.End.mul_apply, ← map_mul,
        mul_inv_cancel, map_one, Module.End.one_apply]
    have hcard : Fintype.card (G ⧸ H) = H.index := by
      rw [Subgroup.index, Nat.card_eq_fintype_card]
    rw [happ, Finset.sum_congr rfl (fun q _ => hterm q), Finset.sum_const, Finset.card_univ,
      hcard, ← Nat.cast_smul_eq_nsmul k, smul_smul, inv_mul_cancel₀ hk, one_smul]

/-- **Relative Maschke theorem.** Let the index of `H` in `G` be finite and nonzero in the field
(an infinite index counts as `0` here). A `G`-invariant subspace with an `H`-invariant complement
has a `G`-invariant complement. -/
theorem relative_maschke (ρ : G →* End k V) (H : Subgroup G) (hk : (H.index : k) ≠ 0)
    {W : Submodule k V} (hW : InvariantUnder ρ ⊤ W)
    (hH : ∃ U, InvariantUnder ρ H U ∧ IsCompl W U) :
    ∃ U, InvariantUnder ρ ⊤ U ∧ IsCompl W U := by
  have hfin : Finite (G ⧸ H) := Nat.finite_of_card_ne_zero fun h0 =>
    hk (by rw [Subgroup.index, h0, Nat.cast_zero])
  let _ : Fintype (G ⧸ H) := Fintype.ofFinite _
  obtain ⟨U, hU, hc⟩ := hH
  obtain ⟨P, hPW, hP1, hPH⟩ := exists_commuting_projection ρ H
    (fun g _ => hW g (Subgroup.mem_top g)) hU hc
  obtain ⟨hQW, hQ1⟩ := cosetAverage_projection ρ H hk hW hPW hP1
  have hQG := cosetAverage_commutes ρ H hPH
  -- the kernel of the averaged projection is the complement
  refine ⟨LinearMap.ker (cosetAverage ρ H P), fun g _ u hu => ?_, ?_, ?_⟩
  · rw [LinearMap.mem_ker] at hu ⊢
    rw [← Module.End.mul_apply, ← hQG g, Module.End.mul_apply, hu, map_zero]
  · refine Submodule.disjoint_def.2 fun x hx hx0 => ?_
    rw [← hQ1 x hx]
    exact LinearMap.mem_ker.1 hx0
  · refine codisjoint_iff.2 (eq_top_iff.2 fun v _ => ?_)
    refine Submodule.mem_sup.2 ⟨cosetAverage ρ H P v, hQW v, v - cosetAverage ρ H P v, ?_, ?_⟩
    · rw [LinearMap.mem_ker, map_sub, hQ1 _ (hQW v), sub_self]
    · abel

/-- If the index of `H` is finite and nonzero in the field, a representation that is completely
reducible under `H` is completely reducible under `G`. -/
theorem completelyReducible_of_subgroup (ρ : G →* End k V) (H : Subgroup G)
    (hk : (H.index : k) ≠ 0) (hH : CompletelyReducible ρ H) : CompletelyReducible ρ ⊤ :=
  fun W hW => relative_maschke ρ H hk hW (hH W fun g _ => hW g (Subgroup.mem_top g))

/-- The additive group of the field acting on the plane by shears `(x, y) ↦ (x + a y, y)`. -/
def shear (k : Type*) [Field k] : Multiplicative k →* End k (k × k) where
  toFun a :=
    { toFun := fun v => (v.1 + a.toAdd * v.2, v.2)
      map_add' := fun u v => Prod.ext
        (show u.1 + v.1 + a.toAdd * (u.2 + v.2)
          = (u.1 + a.toAdd * u.2) + (v.1 + a.toAdd * v.2) by ring) rfl
      map_smul' := fun c v => Prod.ext
        (show c * v.1 + a.toAdd * (c * v.2) = c * (v.1 + a.toAdd * v.2) by ring) rfl }
  map_one' := LinearMap.ext fun v => Prod.ext (show v.1 + 0 * v.2 = v.1 by ring) rfl
  map_mul' a b := LinearMap.ext fun v => Prod.ext
    (show v.1 + (a.toAdd + b.toAdd) * v.2 = (v.1 + b.toAdd * v.2) + a.toAdd * v.2 by ring) rfl

/-- For shears over a finite field the trivial subgroup has finite index, equal to zero in the
field. The axis `y = 0` is invariant and has a complement invariant under the trivial subgroup,
but none invariant under all shears. -/
theorem index_condition_sharp (k : Type*) [Field k] [Finite k] :
    (⊥ : Subgroup (Multiplicative k)).FiniteIndex ∧
    ((⊥ : Subgroup (Multiplicative k)).index : k) = 0 ∧
    InvariantUnder (shear k) ⊤ (LinearMap.ker (LinearMap.snd k k k)) ∧
    (∃ U, InvariantUnder (shear k) ⊥ U ∧ IsCompl (LinearMap.ker (LinearMap.snd k k k)) U) ∧
    ¬ ∃ U, InvariantUnder (shear k) ⊤ U ∧ IsCompl (LinearMap.ker (LinearMap.snd k k k)) U := by
  refine ⟨⟨?_⟩, ?_, fun g _ u hu => ?_, ?_, ?_⟩
  · rw [Subgroup.index_bot]
    exact Nat.card_pos.ne'
  · rw [Subgroup.index_bot, Nat.card_congr (Multiplicative.toAdd (α := k)), ← nsmul_one]
    exact card_nsmul_eq_zero'
  · exact LinearMap.mem_ker.2 (show u.2 = 0 from LinearMap.mem_ker.1 hu)
  · obtain ⟨U, hU⟩ := Submodule.exists_isCompl (LinearMap.ker (LinearMap.snd k k k))
    refine ⟨U, fun g hg u hu => ?_, hU⟩
    rw [Subgroup.mem_bot.1 hg, map_one]
    exact hu
  · rintro ⟨U, hU, hc⟩
    have hv : ((0, 1) : k × k) ∈ LinearMap.ker (LinearMap.snd k k k) ⊔ U := by
      rw [hc.sup_eq_top]
      exact Submodule.mem_top
    obtain ⟨w, hw, u, hu, h⟩ := Submodule.mem_sup.1 hv
    have hw2 : w.2 = 0 := LinearMap.mem_ker.1 hw
    have hs : w.2 + u.2 = 1 := congrArg Prod.snd h
    -- a unit shear moves `u` along the axis, so the displacement lies in both subspaces
    have hd : shear k (Multiplicative.ofAdd 1) u - u ∈ U :=
      U.sub_mem (hU _ (Subgroup.mem_top _) u hu) hu
    have ha : shear k (Multiplicative.ofAdd 1) u - u ∈ LinearMap.ker (LinearMap.snd k k k) :=
      LinearMap.mem_ker.2 (show u.2 - u.2 = 0 from sub_self _)
    have h0 := Submodule.disjoint_def.1 hc.disjoint _ ha hd
    have h1 : u.1 + 1 * u.2 - u.1 = 0 := congrArg Prod.fst h0
    exact (one_ne_zero : (1 : k) ≠ 0) (by linear_combination h1 - hs + hw2)

end

end RelativeMaschke
```

```lean
#print axioms RelativeMaschke.relative_maschke
#print axioms RelativeMaschke.completelyReducible_of_subgroup
#print axioms RelativeMaschke.index_condition_sharp
```

```
'RelativeMaschke.relative_maschke' depends on axioms: [propext, Classical.choice, Quot.sound]
'RelativeMaschke.completelyReducible_of_subgroup' depends on axioms: [propext, Classical.choice, Quot.sound]
'RelativeMaschke.index_condition_sharp' depends on axioms: [propext, Classical.choice, Quot.sound]
```

## How the proof follows the calculation

`exists_commuting_projection` builds $P$ from the decomposition $V\cong W\times U$ supplied by `Submodule.prodEquivOfIsCompl`, keeping the first component. The local statement `key` is the rule $P(w+u)=w$. Commutation with $H$ follows by splitting a general vector into its two parts and applying `key` before and after the symmetry operation.

`transport_eq_of_same_coset` expresses "same left coset" as `a⁻¹ * b ∈ H`. Its `calc` block inserts $\rho(b)=\rho(a)\rho(a^{-1}b)$, moves the factor from $H$ past $P$, and absorbs it into $\rho(b^{-1})$ to leave $\rho(a^{-1})$.

`cosetAverage` is the operator $Q$, with `q.out` as the chosen representative $g_q$. In `cosetAverage_commutes`, the relation is proved in the form $\rho(g)Q=Q\rho(g)$. The step `Fintype.sum_equiv (MulAction.toPerm g)` reindexes the sum by the permutation $q\mapsto gq$. The representative chosen for $gq$ need not equal $gg_q$, but `hq` shows that the two lie in the same coset, and the preceding lemma then identifies their transported operators.

`cosetAverage_projection` proves the two projection properties. Membership in $W$ follows from closure under sums and scalar multiples. For a vector already in $W$, `hterm` shows that each term returns it unchanged, and `hcard` identifies the number of terms with the index. The hypothesis `hk` enters at `inv_mul_cancel₀ hk`, which is the cancellation $n^{-1}n=1$.

`relative_maschke` first extracts finiteness of the coset space from `hk`, then obtains $P$ and the properties of its average. It supplies `LinearMap.ker (cosetAverage ρ H P)` as the complement. The remaining three goals are the three bullet points above: invariance, zero intersection, and the decomposition $v=Qv+(v-Qv)$. The corollary applies this theorem to each $G$-invariant subspace.

For the shears, `shear` verifies linearity and the group law by components. In `index_condition_sharp`, the index of the trivial subgroup is the number of field elements, and `card_nsmul_eq_zero'` makes it vanish in `k`. The final part decomposes $(0,1)$ as above. The statements `hd` and `ha` place the displacement $s_1u-u$ in $U$ and in the axis, so it must be zero; its first component then gives $1=0$, the contradiction that closes the proof.
